# For two spins 1/2, complete transfer from $I_z$ to $S_z$ takes twice as long under planar mixing $\pi J(I_xS_x+I_yS_y)$ as under isotropic mixing $2\pi J\,\mathbf I\cdot\mathbf S$

Polarisation on spin $I$ is to be moved to its coupled partner $S$. In a homonuclear pair, a mixing sequence that suppresses the chemical shifts leaves the scalar coupling $2\pi J\,\mathbf I\cdot\mathbf S$, with $J$ in hertz and $\hbar=1$. In a heteronuclear pair, matched spin-lock fields, with nutation frequencies far above $J$, average the weak coupling $2\pi J I_zS_z$ to a planar one of half the strength, $\pi J(I_xS_x+I_yS_y)$, once the spin-lock axis is relabelled $z$. How long must each mixing period last?

## A rotation between αβ and βα

Both Hamiltonians belong to the family
$$H=a(I_xS_x+I_yS_y)+b\,I_zS_z,$$
with $a,b$ real. On αα and ββ, $H$ equals $b/4$. On the span of αβ and βα it is $-\tfrac b4+\tfrac a2\sigma_x$, where $\sigma_x,\sigma_y,\sigma_z$ are the Pauli matrices in that ordered pair. The eigenvectors there are $(\alpha\beta\pm\beta\alpha)/\sqrt2$, with energies $-\tfrac b4\pm\tfrac a2$. Hence $U=e^{-iHt}$ is the phase $e^{-ibt/4}$ on αα and ββ, and in the middle block
$$U=e^{ibt/4}\left(\cos\tfrac{at}2-i\sin\tfrac{at}2\,\sigma_x\right).$$

In this block $I_z=\tfrac12\sigma_z$, $S_z=-\tfrac12\sigma_z$ and $I_xS_y-I_yS_x=-\tfrac12\sigma_y$. The phase cancels in $UI_zU^\dagger$, which leaves
$$\tfrac12\left(\cos(at)\,\sigma_z-\sin(at)\,\sigma_y\right).$$
Since $\cos(at)=\cos^2\tfrac{at}2-\sin^2\tfrac{at}2$, this is the middle block of
$$UI_zU^\dagger=\cos^2\tfrac{at}2\,I_z+\sin^2\tfrac{at}2\,S_z+\sin(at)(I_xS_y-I_yS_x).$$
On αα and ββ, $I_z$ and $S_z$ agree and the last operator vanishes, so the identity holds there too.

Now multiply by $S_z$ and take the trace. Because $\mathrm{tr}(S_zI_z)=0$, $\mathrm{tr}(S_z^2)=1$ and $\mathrm{tr}(S_z(I_xS_y-I_yS_x))=0$, the transfer is $\sin^2(at/2)$, whatever $b$ is. Isotropic mixing has $a=2\pi J$ and gives $\sin^2(\pi Jt)$; planar mixing has $a=\pi J$ and gives $\sin^2(\pi Jt/2)$.

For $a>0$ and $0\le t<\pi/a$, $\cos(at/2)$ is positive, so the transfer is below 1; at $t=\pi/a$ it equals 1. For $J>0$ the first complete transfers therefore come at $1/(2J)$ and $1/J$. The factor of two comes from the halved transverse coupling, not from the missing $I_zS_z$ term.

In a numerical simulation the same step reads `U = expm(-1j*H*t)`, followed by `np.trace(Sz @ U @ Iz @ U.conj().T)`, with `H` in rad/s. For an isolated pair without relaxation and with $J=10$ Hz, the isotropic result should reach 1 at 50 ms, where the planar one is 1/2.

## The spin pair as 4 by 4 matrices

Operators are complex matrices in the basis αα, αβ, βα, ββ, and `tensor` fixes that order, with spin $I$ as the first factor.

In Lean 4 with Mathlib:

```lean
import Mathlib

open Matrix
open scoped Real

namespace CoherenceTransferMixing

noncomputable section

/-- Operators on the state space of two spins 1/2. -/
abbrev Op := Matrix (Fin 4) (Fin 4) ℂ

/-- Kronecker product of two one-spin operators in the basis αα, αβ, βα, ββ. -/
def tensor (A B : Matrix (Fin 2) (Fin 2) ℂ) : Op :=
  !![A 0 0 * B 0 0, A 0 0 * B 0 1, A 0 1 * B 0 0, A 0 1 * B 0 1;
     A 0 0 * B 1 0, A 0 0 * B 1 1, A 0 1 * B 1 0, A 0 1 * B 1 1;
     A 1 0 * B 0 0, A 1 0 * B 0 1, A 1 1 * B 0 0, A 1 1 * B 0 1;
     A 1 0 * B 1 0, A 1 0 * B 1 1, A 1 1 * B 1 0, A 1 1 * B 1 1]

/-- The x component of a single spin 1/2. -/
def sx : Matrix (Fin 2) (Fin 2) ℂ := !![0, 1 / 2; 1 / 2, 0]

/-- The y component of a single spin 1/2. -/
def sy : Matrix (Fin 2) (Fin 2) ℂ := !![0, -Complex.I / 2; Complex.I / 2, 0]

/-- The z component of a single spin 1/2. -/
def sz : Matrix (Fin 2) (Fin 2) ℂ := !![1 / 2, 0; 0, -1 / 2]

/-- The x component of spin I. -/
def Ix : Op := tensor sx 1

/-- The y component of spin I. -/
def Iy : Op := tensor sy 1

/-- The z component of spin I. -/
def Iz : Op := tensor sz 1

/-- The x component of spin S. -/
def Sx : Op := tensor 1 sx

/-- The y component of spin S. -/
def Sy : Op := tensor 1 sy

/-- The z component of spin S. -/
def Sz : Op := tensor 1 sz
```

The Hamiltonians are given as ideal, time-independent operators. The averaging that produces them, resonance offsets, relaxation and further spins are not modelled.

```lean
/-- Coupling with transverse strength `a` and longitudinal strength `b`. -/
def coupling (a b : ℝ) : Op :=
  (a : ℂ) • (Ix * Sx + Iy * Sy) + (b : ℂ) • (Iz * Sz)

/-- The isotropic mixing Hamiltonian 2πJ I·S. -/
def isotropic (J : ℝ) : Op :=
  ((2 * π * J : ℝ) : ℂ) • (Ix * Sx + Iy * Sy + Iz * Sz)

/-- The planar mixing Hamiltonian πJ (IxSx + IySy). -/
def planar (J : ℝ) : Op := ((π * J : ℝ) : ℂ) • (Ix * Sx + Iy * Sy)
```

The propagator is the true matrix exponential, and `ᴴ` is the conjugate transpose. The transfer is a complex number by type; the theorems equate it with a real one.

```lean
/-- The propagator exp(-i t H). -/
def propagator (H : Op) (t : ℝ) : Op := NormedSpace.exp ((-(Complex.I * t)) • H)

/-- The transfer from Iz to Sz under the propagator `U`. -/
def transfer (U : Op) : ℂ := (Sz * U * Iz * Uᴴ).trace / (Sz * Sz).trace
```

## The propagator in closed form

The middle columns of `frame` are the unnormalised $\alpha\beta\pm\beta\alpha$, so `frameInv` carries the factors 1/2.

```lean
/-- Columns: αα, αβ + βα, αβ - βα, ββ. -/
def frame : Op := !![1, 0, 0, 0; 0, 1, 1, 0; 0, 1, -1, 0; 0, 0, 0, 1]

/-- The matrix that undoes the change of basis `frame`. -/
def frameInv : Op :=
  !![1, 0, 0, 0; 0, 1 / 2, 1 / 2, 0; 0, 1 / 2, -1 / 2, 0; 0, 0, 0, 1]
```

Two entrywise computations give the matrix of $H$ and the product-basis form of an operator diagonal in this frame with equal entries on αα and ββ.

```lean
/-- The coupling Hamiltonian written out in the product basis. -/
theorem coupling_matrix (a b : ℝ) : coupling a b =
    !![(b : ℂ) / 4, 0, 0, 0; 0, -(b : ℂ) / 4, (a : ℂ) / 2, 0;
       0, (a : ℂ) / 2, -(b : ℂ) / 4, 0; 0, 0, 0, (b : ℂ) / 4] := by
  have h1 : Ix * Sx + Iy * Sy =
      !![0, 0, 0, 0; 0, 0, 1 / 2, 0; 0, 1 / 2, 0, 0; 0, 0, 0, 0] := by
    ext i j
    fin_cases i <;> fin_cases j <;>
      simp [Ix, Iy, Sx, Sy, tensor, sx, sy] <;>
      (try ring_nf) <;> (try simp [Complex.I_sq]) <;> (try norm_num)
  have h2 : Iz * Sz =
      !![1 / 4, 0, 0, 0; 0, -1 / 4, 0, 0; 0, 0, -1 / 4, 0; 0, 0, 0, 1 / 4] := by
    ext i j
    fin_cases i <;> fin_cases j <;>
      simp [Iz, Sz, tensor, sz, Matrix.mul_apply, Fin.sum_univ_four] <;>
      (try norm_num)
  rw [coupling, h1, h2]
  ext i j
  fin_cases i <;> fin_cases j <;> simp <;> (try ring)

/-- An operator diagonal in the singlet-triplet frame, with equal entries on αα and ββ, written in
the product basis. -/
theorem frame_conj (p q r : ℂ) : frame * diagonal ![p, q, r, p] * frameInv =
    !![p, 0, 0, 0; 0, (q + r) / 2, (q - r) / 2, 0;
       0, (q - r) / 2, (q + r) / 2, 0; 0, 0, 0, p] := by
  ext i j
  rw [Matrix.mul_apply]
  simp only [Matrix.mul_diagonal, Fin.sum_univ_four]
  fin_cases i <;> fin_cases j <;> simp [frame, frameInv] <;> (try ring)
```

In the next proof, `hH` diagonalises the exponent, `key` moves the exponential inside the change of basis, and `euler` splits the two middle eigenphases into their common phase and a cosine and sine.

```lean
/-- The propagator of the coupling in closed form: phases on αα and ββ, and a rotation
between αβ and βα. -/
theorem propagator_coupling (a b t : ℝ) : propagator (coupling a b) t =
    (let e := Complex.exp (((-(b * t / 4) : ℝ) : ℂ) * Complex.I)
     let f := Complex.exp (((b * t / 4 : ℝ) : ℂ) * Complex.I)
     let c := ((Real.cos (a * t / 2) : ℝ) : ℂ)
     let s := ((Real.sin (a * t / 2) : ℝ) : ℂ)
     !![e, 0, 0, 0; 0, f * c, -(Complex.I * f * s), 0;
        0, -(Complex.I * f * s), f * c, 0; 0, 0, 0, e]) := by
  have hu : frame * frameInv = 1 := by
    ext i j
    fin_cases i <;> fin_cases j <;>
      simp [frame, frameInv, Matrix.mul_apply, Fin.sum_univ_four] <;> (try norm_num)
  -- the exponent is diagonal in the singlet-triplet frame
  let v : Fin 4 → ℂ := ![((-(b * t / 4) : ℝ) : ℂ) * Complex.I,
    ((b * t / 4 - a * t / 2 : ℝ) : ℂ) * Complex.I,
    ((b * t / 4 + a * t / 2 : ℝ) : ℂ) * Complex.I,
    ((-(b * t / 4) : ℝ) : ℂ) * Complex.I]
  have hH : (-(Complex.I * t)) • coupling a b = frame * diagonal v * frameInv := by
    rw [coupling_matrix, frame_conj]
    ext i j
    fin_cases i <;> fin_cases j <;> simp [-mul_eq_mul_left_iff] <;> (try ring)
  have key : NormedSpace.exp (frame * diagonal v * frameInv) =
      frame * NormedSpace.exp (diagonal v) * frameInv :=
    Matrix.exp_units_conj ⟨frame, frameInv, hu, mul_eq_one_comm.mp hu⟩ (diagonal v)
  have euler (y x : ℝ) : Complex.exp (((y + x : ℝ) : ℂ) * Complex.I) =
      Complex.exp ((y : ℂ) * Complex.I) *
        (((Real.cos x : ℝ) : ℂ) + ((Real.sin x : ℝ) : ℂ) * Complex.I) := by
    rw [Complex.ofReal_add, add_mul, Complex.exp_add, Complex.exp_mul_I (x : ℂ),
      Complex.ofReal_cos, Complex.ofReal_sin]
  have hv : NormedSpace.exp v = ![Complex.exp (v 0), Complex.exp (v 1),
      Complex.exp (v 2), Complex.exp (v 0)] := by
    funext i
    have hi : NormedSpace.exp v i = Complex.exp (v i) := by
      rw [Complex.exp_eq_exp_ℂ]
      exact Pi.coe_exp v i
    rw [hi]
    fin_cases i <;> rfl
  have h1 : Complex.exp (v 1) = Complex.exp (((b * t / 4 : ℝ) : ℂ) * Complex.I) *
      (((Real.cos (a * t / 2) : ℝ) : ℂ)
        - ((Real.sin (a * t / 2) : ℝ) : ℂ) * Complex.I) := by
    have h := euler (b * t / 4) (-(a * t / 2))
    rw [Real.cos_neg, Real.sin_neg, ← sub_eq_add_neg, Complex.ofReal_neg, neg_mul,
      ← sub_eq_add_neg] at h
    exact h
  have h2 := euler (b * t / 4) (a * t / 2)
  change Complex.exp (v 2) = _ at h2
  rw [propagator, hH, key, Matrix.exp_diagonal, hv, frame_conj, h1, h2]
  change _ = !![Complex.exp (v 0), 0, 0, 0; 0, _, _, 0; 0, _, _, 0;
    0, 0, 0, Complex.exp (v 0)]
  congr! 5 <;> ring_nf
```

## From the evolved $I_z$ to the mixing times

For the evolution of $I_z$, the proof replaces phases, cosine and sine by letters, keeping only unit modulus and $c^2+s^2=1$. The diagonal entries and the two between αβ and βα then follow by `linear_combination`; the other entries are zero on both sides.

```lean
/-- Evolution of Iz under the coupling, in product operators. -/
theorem Iz_evolution (a b t : ℝ) :
    propagator (coupling a b) t * Iz * (propagator (coupling a b) t)ᴴ =
      ((Real.cos (a * t / 2) ^ 2 : ℝ) : ℂ) • Iz
      + ((Real.sin (a * t / 2) ^ 2 : ℝ) : ℂ) • Sz
      + ((Real.sin (a * t) : ℝ) : ℂ) • (Ix * Sy - Iy * Sx) := by
  have hX : Ix * Sy - Iy * Sx = !![0, 0, 0, 0; 0, 0, Complex.I / 2, 0;
      0, -Complex.I / 2, 0, 0; 0, 0, 0, 0] := by
    ext i j
    fin_cases i <;> fin_cases j <;>
      simp [Ix, Iy, Sx, Sy, tensor, sx, sy] <;>
      (try ring)
  have h2 : Real.sin (a * t) = 2 * Real.sin (a * t / 2) * Real.cos (a * t / 2) := by
    rw [← Real.sin_two_mul]
    congr 1
    ring
  have phase (x : ℝ) : Complex.exp ((x : ℂ) * Complex.I) *
      (starRingEnd ℂ) (Complex.exp ((x : ℂ) * Complex.I)) = 1 := by
    rw [Complex.mul_conj, Complex.normSq_eq_norm_sq, Complex.norm_exp_ofReal_mul_I]
    simp
  have he := phase (-(b * t / 4))
  have hf := phase (b * t / 4)
  have hcs := Real.cos_sq_add_sin_sq (a * t / 2)
  rw [propagator_coupling, hX, h2]
  dsimp only
  -- only unit modulus of the phases and cos² + sin² = 1 matter from here on
  generalize Complex.exp (((-(b * t / 4) : ℝ) : ℂ) * Complex.I) = e at he ⊢
  generalize Complex.exp (((b * t / 4 : ℝ) : ℂ) * Complex.I) = f at hf ⊢
  generalize Real.cos (a * t / 2) = c at hcs ⊢
  generalize Real.sin (a * t / 2) = s at hcs ⊢
  have hc : (c : ℂ) ^ 2 + (s : ℂ) ^ 2 = 1 := by exact_mod_cast hcs
  have hI := Complex.I_sq
  ext i j
  fin_cases i <;> fin_cases j <;>
    simp [Iz, Sz, tensor, sz, Matrix.mul_apply, Fin.sum_univ_four] <;>
    first
      | ring1
      | linear_combination (1 / 2) * he - (1 / 2) * hc
      | linear_combination (-1 / 2) * he + (1 / 2) * hc
      | linear_combination (Complex.I * c * s) * hf
      | linear_combination (-Complex.I * c * s) * hf
      | linear_combination (((c : ℂ) ^ 2 - (s : ℂ) ^ 2) / 2) * hf
          + (f * (starRingEnd ℂ) f * (s : ℂ) ^ 2 / 2) * hI
      | linear_combination (-((c : ℂ) ^ 2 - (s : ℂ) ^ 2) / 2) * hf
          - (f * (starRingEnd ℂ) f * (s : ℂ) ^ 2 / 2) * hI
```

The three traces `h1`, `h2` and `h3` reduce this to the transfer function.

```lean
/-- The transfer from Iz to Sz is sin²(at/2), for every longitudinal strength `b`. -/
theorem transfer_coupling (a b t : ℝ) : transfer (propagator (coupling a b) t) =
    ((Real.sin (a * t / 2) ^ 2 : ℝ) : ℂ) := by
  have h1 : (Sz * Iz).trace = 0 := by
    simp [Sz, Iz, tensor, sz, Matrix.trace, Matrix.mul_apply, Fin.sum_univ_four]
    try norm_num
  have h2 : (Sz * Sz).trace = 1 := by
    simp [Sz, tensor, sz, Matrix.trace, Matrix.mul_apply, Fin.sum_univ_four]
    try norm_num
  have h3 : (Sz * (Ix * Sy - Iy * Sx)).trace = 0 := by
    simp [Sz, Ix, Iy, Sx, Sy, tensor, sx, sy, sz, Matrix.trace, Matrix.mul_apply,
      Fin.sum_univ_four]
    try ring
  have h4 (U : Op) : Sz * U * Iz * Uᴴ = Sz * (U * Iz * Uᴴ) := by
    simp only [Matrix.mul_assoc]
  rw [transfer, h4, Iz_evolution, Matrix.mul_add, Matrix.mul_add, Matrix.mul_smul,
    Matrix.mul_smul, Matrix.mul_smul, Matrix.trace_add, Matrix.trace_add,
    Matrix.trace_smul, Matrix.trace_smul, Matrix.trace_smul, h1, h2, h3]
  simp
```

Substituting the two coupling strengths gives the two formulas, for all real $J$ and $t$.

```lean
/-- Isotropic and planar mixing as members of the coupling family. -/
theorem mixing_eq_coupling (J : ℝ) :
    isotropic J = coupling (2 * π * J) (2 * π * J) ∧ planar J = coupling (π * J) 0 := by
  constructor
  · rw [isotropic, coupling, smul_add]
  · rw [planar, coupling, Complex.ofReal_zero, zero_smul, add_zero]

/-- The transfer from Iz to Sz is sin²(πJt) under isotropic mixing and sin²(πJt/2)
under planar mixing. -/
theorem transfer_isotropic_planar (J t : ℝ) :
    transfer (propagator (isotropic J) t) = ((Real.sin (π * J * t) ^ 2 : ℝ) : ℂ) ∧
    transfer (propagator (planar J) t) = ((Real.sin (π * J * t / 2) ^ 2 : ℝ) : ℂ) := by
  rw [(mixing_eq_coupling J).1, (mixing_eq_coupling J).2, transfer_coupling,
    transfer_coupling, show 2 * π * J * t / 2 = π * J * t by ring]
  exact ⟨rfl, rfl⟩
```

`IsLeast` says that $\pi/a$ is a nonnegative time with transfer 1 and that no earlier one exists. The second half is the argument from the positive cosine.

```lean
/-- For transverse strength `a > 0` the transfer is first complete at time π/a. -/
theorem first_complete_transfer (a b : ℝ) (ha : 0 < a) :
    IsLeast {t : ℝ | 0 ≤ t ∧ transfer (propagator (coupling a b) t) = 1} (π / a) := by
  constructor
  · refine ⟨by positivity, ?_⟩
    rw [transfer_coupling, show a * (π / a) / 2 = π / 2 by field_simp,
      Real.sin_pi_div_two]
    norm_num
  · rintro t ⟨ht, h⟩
    rw [transfer_coupling] at h
    have h' : Real.sin (a * t / 2) ^ 2 = 1 := by exact_mod_cast h
    by_contra hlt
    have h1 : t * a < π := (lt_div_iff₀ ha).mp (not_le.mp hlt)
    have h0 : 0 ≤ a * t := mul_nonneg ha.le ht
    -- before π/a the cosine is still positive
    have hc : 0 < Real.cos (a * t / 2) :=
      Real.cos_pos_of_mem_Ioo ⟨by linarith [Real.pi_pos], by linarith⟩
    linarith [Real.sin_sq_add_cos_sq (a * t / 2), pow_pos hc 2]
```

The last theorem specialises this to the two mixing Hamiltonians, with `hJ` requiring $J>0$.

```lean
/-- For J > 0 isotropic mixing first completes the transfer at 1/(2J), and planar mixing
at twice that time. -/
theorem planar_needs_twice_the_time (J : ℝ) (hJ : 0 < J) :
    IsLeast {t : ℝ | 0 ≤ t ∧ transfer (propagator (isotropic J) t) = 1} (1 / (2 * J)) ∧
    IsLeast {t : ℝ | 0 ≤ t ∧ transfer (propagator (planar J) t) = 1}
      (2 * (1 / (2 * J))) := by
  have hp := Real.pi_pos
  rw [(mixing_eq_coupling J).1, (mixing_eq_coupling J).2]
  constructor
  · have h := first_complete_transfer (2 * π * J) (2 * π * J) (by positivity)
    rwa [show π / (2 * π * J) = 1 / (2 * J) by field_simp] at h
  · have h := first_complete_transfer (π * J) 0 (by positivity)
    rwa [show π / (π * J) = 2 * (1 / (2 * J)) by field_simp] at h

end

end CoherenceTransferMixing
```

```lean
#print axioms CoherenceTransferMixing.transfer_isotropic_planar
#print axioms CoherenceTransferMixing.planar_needs_twice_the_time
```

```
'CoherenceTransferMixing.transfer_isotropic_planar' depends on axioms: [propext, Classical.choice, Quot.sound]
'CoherenceTransferMixing.planar_needs_twice_the_time' depends on axioms: [propext, Classical.choice, Quot.sound]
```
